# Band slope in a finite 1D plane-wave set with a separable nonlocal potential: mean momentum plus a projector term

To get a group velocity from a plane-wave band calculation without differencing energies at neighbouring k-points, I take the expectation value of \(\partial H/\partial k\) in the eigenvector of a non-degenerate level at a single \(k\). With a local potential that is, in atomic units, the mean momentum. With a nonlocal pseudopotential the projectors also depend on \(k\), so the slope should pick up a further term.

I'd like to see this made rigorous and machine-checked for the simplest case: one dimension, a finite set of plane waves and one separable projector. Does the band energy have to be assumed differentiable, and can the slope and the mean momentum really disagree in sign?

## Differentiating the energy expectation value

If the projector is a differentiable function of momentum, the energy's differentiability follows from that of the eigenvector. The signs can be opposite.

Use units with \(\hbar=m=1\), and write \(q_i=k+G_i\) for the momentum of plane wave \(i\). The Hamiltonian is

\[
H_{ij}(k)=\delta_{ij}\frac{q_i^2}{2}+W_{ij}+D\,b(q_i)\,b(q_j).
\]

Here \(W\) is a Hermitian matrix independent of \(k\), which stands for the local potential. The real function \(b\) is the projector in momentum space, and the real number \(D\) is the strength with which the potential acts on the projected part of the state.

Let \(u(k)\) be a unit eigenvector with real energy \(E(k)\). Suppose that \(u\) is differentiable at the point of interest and that \(b\) is differentiable at each \(q_i\) there, and let \(v=u'(k)\). Since \(Hu=Eu\) and \(\sum_i|u_i|^2=1\),

\[
E=\sum_{i,j}u_i^*H_{ij}u_j .
\]

The right-hand side is a finite sum of products of differentiable functions, so \(E\) is differentiable, and

\[
E'=\sum_{i,j}v_i^*H_{ij}u_j+\sum_{i,j}u_i^*H'_{ij}u_j+\sum_{i,j}u_i^*H_{ij}v_j .
\]

The eigenvalue equation turns the first sum into \(E\sum_i v_i^*u_i\). Because \(H\) is Hermitian and \(E\) is real, \(\sum_i u_i^*H_{ij}=E\,u_j^*\), so the third sum is \(E\sum_j u_j^*v_j\). Together they give \(E\,\frac{d}{dk}\sum_i|u_i|^2=0\). Only the middle sum remains, with

\[
H'_{ij}=\delta_{ij}\,q_i+D\,[\,b'(q_i)b(q_j)+b(q_i)b'(q_j)\,].
\]

Set \(A=\sum_i b'(q_i)u_i\) and \(B=\sum_i b(q_i)u_i\). As \(b\) and \(b'\) are real, the projector part contributes \(D(A^*B+B^*A)=2D\,\mathrm{Re}(A^*B)\), and therefore

\[
E'=\sum_i q_i|u_i|^2+2D\,\mathrm{Re}(A^*B).
\]

The slope equals the mean momentum exactly when \(D=0\) or \(\mathrm{Re}(A^*B)=0\).

## Two plane waves with opposite slope and momentum

Take \(G_0=1\), \(G_1=-1\), \(b(q)=q\), \(D=-\tfrac12\), and a real local coupling \(w\) off the diagonal of \(W\). At \(k=\tfrac12\) the momenta are \(q_0=\tfrac32\) and \(q_1=-\tfrac12\). The diagonal entries of \(H\) are \(\tfrac98-\tfrac98=0\) and \(\tfrac18-\tfrac18=0\), and the off-diagonal entry is \(w-\tfrac12\cdot\tfrac32\cdot(-\tfrac12)=w+\tfrac38\). The equal-weight state \(u=(1,1)/\sqrt2\) is thus an eigenvector with energy \(w+\tfrac38\).

Its mean momentum is \(\tfrac12(\tfrac32-\tfrac12)=\tfrac12\). The overlaps are \(A=\sqrt2\) and \(B=1/\sqrt2\), so the projector term is \(2\cdot(-\tfrac12)\cdot1=-1\) and the slope is \(-\tfrac12\). At general \(k\) the same state has energy \(w+(1-k^2)/2\), slope \(-k\) and mean momentum \(k\). The projector was chosen to cancel the kinetic energy on the diagonal, not to model an atom.

## A band crossing where the eigenvector jumps

Without differentiability of \(u\), the conclusion can fail. Keep \(G_0=1\), \(G_1=-1\), but set \(W=0\) and \(D=0\), and follow the lower band: \(u=(1,0)\) for \(k<0\) and \(u=(0,1)\) for \(k\ge0\). This is a unit eigenvector at every \(k\), with \(E=(|k|-1)^2/2\). At \(k=0\) the slope is \(+1\) from the left and \(-1\) from the right, so \(E'(0)\) doesn't exist.

## What `band_slope` assumes and concludes

The plane waves are labelled by a finite type `ι`, and `G : ι → ℝ` gives the shifts \(G_i\) of their wave vectors from \(k\), which may be any real numbers. The matrices `hamiltonian` and `velocityMatrix` are \(H(k)\) and \(H'(k)\) above, `meanMomentum` is \(\sum_i q_i|u_i|^2\), and `overlap` gives \(A\) or \(B\), depending on whether it receives `b'` or `b`.

The hypotheses of `band_slope` are these:

- `hW`: the matrix \(W\) is Hermitian.
- `hb`: at each point \(k+G_i\), the function `b` has derivative `b' (k + G i)`. Nothing is asked of `b` elsewhere.
- `hu`: the coefficient vector is differentiable at \(k\). This includes its phase, although the final formula uses only \(u(k)\) and doesn't depend on the phase.
- `hunit` and `heig`: at every `x`, the vector `u x` is normalised and is an eigenvector with the real eigenvalue `E x`.

The conclusion `HasDerivAt E ... k` says that \(E\) is differentiable at \(k\) with the stated slope. Degenerate levels are allowed, provided that a differentiable eigenvector is supplied; the theorem doesn't construct one.

The model has one projector and one dimension, and its plane-wave set stays fixed as \(k\) varies, whereas a cutoff on the kinetic energy \((k+G_i)^2/2\) can let waves enter and leave. Within these limits, the result identifies the term missing when a band velocity is computed from momentum matrix elements alone.

```lean
import Mathlib

open Matrix

namespace NonlocalBandVelocity

noncomputable section

variable {ι : Type*} [Fintype ι]

/-- Bloch Hamiltonian in a finite plane-wave set: kinetic energy, a `k`-independent matrix `W`,
and a separable nonlocal term of strength `D` with projector function `b`. -/
def hamiltonian [DecidableEq ι] (G : ι → ℝ) (W : Matrix ι ι ℂ) (D : ℝ) (b : ℝ → ℝ) (k : ℝ) :
    Matrix ι ι ℂ :=
  Matrix.of fun i j => (if i = j then (((k + G i) ^ 2 / 2 : ℝ) : ℂ) else 0) + W i j
    + ((D * b (k + G i) * b (k + G j) : ℝ) : ℂ)

/-- Velocity matrix: the momentum plus the contribution of the nonlocal term, where `b'` stands
for the derivative of the projector function. -/
def velocityMatrix [DecidableEq ι] (G : ι → ℝ) (D : ℝ) (b b' : ℝ → ℝ) (k : ℝ) :
    Matrix ι ι ℂ :=
  Matrix.of fun i j => (if i = j then ((k + G i : ℝ) : ℂ) else 0)
    + ((D * (b' (k + G i) * b (k + G j) + b (k + G i) * b' (k + G j)) : ℝ) : ℂ)

/-- Mean momentum of the state with plane-wave coefficients `c`. -/
def meanMomentum (G : ι → ℝ) (k : ℝ) (c : ι → ℂ) : ℝ := ∑ i, (k + G i) * ‖c i‖ ^ 2

/-- Overlap of the state `c` with the real projector function `f`. -/
def overlap (f : ℝ → ℝ) (G : ι → ℝ) (k : ℝ) (c : ι → ℂ) : ℂ := ∑ i, (f (k + G i) : ℂ) * c i

/-- The product of an amplitude with its conjugate is its squared modulus. -/
lemma star_mul_self_norm (z : ℂ) : star z * z = ((‖z‖ ^ 2 : ℝ) : ℂ) := by
  rw [Complex.sq_norm, Complex.normSq_eq_conj_mul_self]
  rfl

omit [Fintype ι] in
/-- The Bloch Hamiltonian is Hermitian when `W` is. -/
theorem hamiltonian_isHermitian [DecidableEq ι] (G : ι → ℝ) {W : Matrix ι ι ℂ}
    (hW : W.IsHermitian) (D : ℝ) (b : ℝ → ℝ) (k : ℝ) :
    (hamiltonian G W D b k).IsHermitian := by
  refine Matrix.IsHermitian.ext fun i j => ?_
  have h := hW.apply i j
  have hb : D * b (k + G j) * b (k + G i) = D * b (k + G i) * b (k + G j) := by ring
  simp only [hamiltonian, Matrix.of_apply, star_add, h]
  rw [hb]
  by_cases hij : i = j
  · subst hij
    simp only [if_true, Complex.star_def, Complex.conj_ofReal]
  · simp only [if_neg hij, if_neg (Ne.symm hij), Complex.star_def, Complex.conj_ofReal, map_zero]

omit [Fintype ι] in
/-- The derivative of the Bloch Hamiltonian with respect to `k` is the velocity matrix. -/
theorem hasDerivAt_hamiltonian [DecidableEq ι] (G : ι → ℝ) (W : Matrix ι ι ℂ) (D : ℝ)
    {b b' : ℝ → ℝ} {k : ℝ} (hb : ∀ i, HasDerivAt b (b' (k + G i)) (k + G i)) (i j : ι) :
    HasDerivAt (fun x => hamiltonian G W D b x i j) (velocityMatrix G D b b' k i j) k := by
  have hs : ∀ i, HasDerivAt (fun x => b (x + G i)) (b' (k + G i)) k :=
    fun i => HasDerivAt.comp_add_const k (G i) (hb i)
  have hq : HasDerivAt (fun x : ℝ => (x + G i) ^ 2 / 2) (k + G i) k :=
    ((((hasDerivAt_id' k).add_const (G i)).fun_pow 2).div_const 2).congr_deriv
      (by norm_num)
  have hkin : HasDerivAt (fun x : ℝ => if i = j then (((x + G i) ^ 2 / 2 : ℝ) : ℂ) else 0)
      (if i = j then ((k + G i : ℝ) : ℂ) else 0) k := by
    by_cases h : i = j
    · simp only [if_pos h]
      exact hq.ofReal_comp
    · simp only [if_neg h]
      exact hasDerivAt_const k 0
  have hp : HasDerivAt (fun x => D * b (x + G i) * b (x + G j))
      (D * (b' (k + G i) * b (k + G j) + b (k + G i) * b' (k + G j))) k :=
    (((hs i).const_mul D).fun_mul (hs j)).congr_deriv (by ring)
  exact (hkin.add_const (W i j)).fun_add hp.ofReal_comp

/-- Hellmann-Feynman theorem for a matrix Hamiltonian: along a differentiable unit eigenvector the
energy is differentiable, with slope the expectation value of the derivative of `H`. -/
theorem hellmann_feynman {H : ℝ → Matrix ι ι ℂ} {H' : Matrix ι ι ℂ} {u : ℝ → ι → ℂ}
    {E : ℝ → ℝ} {k : ℝ} (hH : ∀ i j, HasDerivAt (fun x => H x i j) (H' i j) k)
    (hherm : (H k).IsHermitian) (hu : DifferentiableAt ℝ u k)
    (hunit : ∀ x, ∑ i, ‖u x i‖ ^ 2 = 1) (heig : ∀ x, H x *ᵥ u x = (E x : ℂ) • u x) :
    HasDerivAt E (∑ i, ∑ j, star (u k i) * H' i j * u k j).re k := by
  obtain ⟨v, hv⟩ : ∃ v : ι → ℂ, ∀ i, HasDerivAt (fun x => u x i) (v i) k :=
    ⟨deriv u k, fun i => hasDerivAt_pi.1 hu.hasDerivAt i⟩
  have hvc : ∀ i, HasDerivAt (fun x => star (u x i)) (star (v i)) k := fun i => (hv i).star
  have hnorm : ∀ x, ∑ i, star (u x i) * u x i = 1 := by
    intro x
    rw [Finset.sum_congr rfl (fun i _ => star_mul_self_norm (u x i)), ← Complex.ofReal_sum,
      hunit x, Complex.ofReal_one]
  -- the norm is constant, so its derivative vanishes
  have hzero : ∑ i, (star (v i) * u k i + star (u k i) * v i) = 0 := by
    have d1 : HasDerivAt (fun x => ∑ i, star (u x i) * u x i)
        (∑ i, (star (v i) * u k i + star (u k i) * v i)) k :=
      HasDerivAt.fun_sum fun i _ => (hvc i).fun_mul (hv i)
    simp only [hnorm] at d1
    exact d1.unique (hasDerivAt_const k (1 : ℂ))
  have row : ∀ x i, ∑ j, H x i j * u x j = E x * u x i := fun x i => congrFun (heig x) i
  have col : ∀ j, ∑ i, star (u k i) * H k i j = E k * star (u k j) := by
    intro j
    calc ∑ i, star (u k i) * H k i j = star (∑ i, H k j i * u k i) := by
          rw [star_sum]
          refine Finset.sum_congr rfl fun i _ => ?_
          rw [star_mul, hherm.apply i j]
      _ = E k * star (u k j) := by
          rw [row, star_mul, mul_comm, Complex.star_def, Complex.conj_ofReal]
  have left : ∀ (x : ℝ) (w : ι → ℂ), ∑ i, ∑ j, star (w i) * H x i j * u x j
      = E x * ∑ i, star (w i) * u x i := by
    intro x w
    rw [Finset.mul_sum]
    refine Finset.sum_congr rfl fun i _ => ?_
    simp only [mul_assoc]
    rw [← Finset.mul_sum, row]
    ring
  have right : ∑ i, ∑ j, star (u k i) * H k i j * v j = E k * ∑ j, star (u k j) * v j := by
    rw [Finset.sum_comm, Finset.mul_sum]
    refine Finset.sum_congr rfl fun j _ => ?_
    rw [← Finset.sum_mul, col, mul_assoc]
  have hE : ∀ x, ∑ i, ∑ j, star (u x i) * H x i j * u x j = (E x : ℂ) := by
    intro x
    rw [left x (u x), hnorm, mul_one]
  -- differentiate the expectation value; the terms with `v` cancel
  have d2 : HasDerivAt (fun x => ∑ i, ∑ j, star (u x i) * H x i j * u x j)
      (∑ i, ∑ j, ((star (v i) * H k i j + star (u k i) * H' i j) * u k j
        + star (u k i) * H k i j * v j)) k :=
    HasDerivAt.fun_sum fun i _ => HasDerivAt.fun_sum fun j _ =>
      ((hvc i).fun_mul (hH i j)).fun_mul (hv j)
  have value : ∑ i, ∑ j, ((star (v i) * H k i j + star (u k i) * H' i j) * u k j
        + star (u k i) * H k i j * v j) = ∑ i, ∑ j, star (u k i) * H' i j * u k j := by
    simp only [add_mul, Finset.sum_add_distrib]
    rw [left k v, right]
    rw [Finset.sum_add_distrib] at hzero
    linear_combination (E k : ℂ) * hzero
  rw [value] at d2
  simp only [hE] at d2
  exact (Complex.reCLM.hasFDerivAt (x := (E k : ℂ))).comp_hasDerivAt k d2

/-- A product of two projector overlaps, written as a double sum over plane waves. -/
lemma star_overlap_mul (f g : ℝ → ℝ) (G : ι → ℝ) (k : ℝ) (c : ι → ℂ) :
    star (overlap f G k c) * overlap g G k c
      = ∑ i, ∑ j, star (c i) * ((f (k + G i) : ℂ) * (g (k + G j) : ℂ)) * c j := by
  unfold overlap
  rw [star_sum, Finset.sum_mul_sum]
  refine Finset.sum_congr rfl fun i _ => Finset.sum_congr rfl fun j _ => ?_
  simp only [star_mul, Complex.star_def, Complex.conj_ofReal]
  ring

/-- The expectation value of the velocity matrix is the mean momentum plus a projector term. -/
theorem velocity_expectation [DecidableEq ι] (G : ι → ℝ) (D : ℝ) (b b' : ℝ → ℝ) (k : ℝ)
    (c : ι → ℂ) :
    (∑ i, ∑ j, star (c i) * velocityMatrix G D b b' k i j * c j).re
      = meanMomentum G k c + 2 * D * (star (overlap b' G k c) * overlap b G k c).re := by
  have hkin : ∑ i, ∑ j, star (c i) * (if i = j then ((k + G i : ℝ) : ℂ) else 0) * c j
      = (meanMomentum G k c : ℂ) := by
    unfold meanMomentum
    rw [Complex.ofReal_sum]
    refine Finset.sum_congr rfl fun i _ => ?_
    simp only [mul_ite, ite_mul, mul_zero, zero_mul, Finset.sum_ite_eq, Finset.mem_univ, if_true]
    rw [Complex.ofReal_mul, ← star_mul_self_norm]
    ring
  have hsplit : ∑ i, ∑ j, star (c i) * velocityMatrix G D b b' k i j * c j
      = (meanMomentum G k c : ℂ) + D * (star (overlap b' G k c) * overlap b G k c)
        + D * (star (overlap b G k c) * overlap b' G k c) := by
    rw [← hkin, star_overlap_mul, star_overlap_mul]
    simp only [Finset.mul_sum, ← Finset.sum_add_distrib]
    refine Finset.sum_congr rfl fun i _ => Finset.sum_congr rfl fun j _ => ?_
    simp only [velocityMatrix, Matrix.of_apply]
    push_cast
    ring
  rw [hsplit]
  simp only [Complex.add_re, Complex.mul_re, Complex.mul_im, Complex.ofReal_re,
    Complex.ofReal_im, Complex.star_def, Complex.conj_re, Complex.conj_im]
  ring

/-- Band slope with a nonlocal pseudopotential: the energy of a differentiable unit eigenvector is
differentiable, and its slope is the mean momentum plus a term from the projector's derivative. -/
theorem band_slope [DecidableEq ι] (G : ι → ℝ) {W : Matrix ι ι ℂ} (hW : W.IsHermitian) (D : ℝ)
    {b b' : ℝ → ℝ} {u : ℝ → ι → ℂ} {E : ℝ → ℝ} {k : ℝ}
    (hb : ∀ i, HasDerivAt b (b' (k + G i)) (k + G i)) (hu : DifferentiableAt ℝ u k)
    (hunit : ∀ x, ∑ i, ‖u x i‖ ^ 2 = 1)
    (heig : ∀ x, hamiltonian G W D b x *ᵥ u x = (E x : ℂ) • u x) :
    HasDerivAt E (meanMomentum G k (u k)
      + 2 * D * (star (overlap b' G k (u k)) * overlap b G k (u k)).re) k := by
  rw [← velocity_expectation]
  exact hellmann_feynman (hasDerivAt_hamiltonian G W D hb)
    (hamiltonian_isHermitian G hW D b k) hu hunit heig

/-- The band slope equals the mean momentum exactly when the nonlocal strength vanishes or the
product of the two projector overlaps has zero real part. -/
theorem slope_eq_meanMomentum_iff [DecidableEq ι] (G : ι → ℝ) {W : Matrix ι ι ℂ}
    (hW : W.IsHermitian) (D : ℝ) {b b' : ℝ → ℝ} {u : ℝ → ι → ℂ} {E : ℝ → ℝ} {k : ℝ}
    (hb : ∀ i, HasDerivAt b (b' (k + G i)) (k + G i)) (hu : DifferentiableAt ℝ u k)
    (hunit : ∀ x, ∑ i, ‖u x i‖ ^ 2 = 1)
    (heig : ∀ x, hamiltonian G W D b x *ᵥ u x = (E x : ℂ) • u x) :
    HasDerivAt E (meanMomentum G k (u k)) k ↔
      D = 0 ∨ (star (overlap b' G k (u k)) * overlap b G k (u k)).re = 0 := by
  have h := band_slope G hW D hb hu hunit heig
  rw [← mul_eq_zero]
  constructor
  · intro h'
    linarith [h.unique h']
  · intro h0
    exact h.congr_deriv (by linear_combination 2 * h0)

/-- Two plane waves `G = 1, -1` with local coupling `w`, projector `b(q) = q` and `D = -1/2`: the
constant equal-weight vector is a unit eigenvector at every `k`, with energy `w + (1 - k²)/2`. -/
theorem two_wave_witness (w k : ℝ) :
    (!![0, (w : ℂ); (w : ℂ), 0]).IsHermitian ∧
    ∑ _i : Fin 2, ‖(⟨1 / 2, 1 / 2⟩ : ℂ)‖ ^ 2 = 1 ∧
    hamiltonian ![1, -1] !![0, (w : ℂ); (w : ℂ), 0] (-1 / 2) (fun q => q) k
        *ᵥ (fun _ => (⟨1 / 2, 1 / 2⟩ : ℂ))
      = ((w + (1 - k ^ 2) / 2 : ℝ) : ℂ) • (fun _ => (⟨1 / 2, 1 / 2⟩ : ℂ)) := by
  refine ⟨?_, ?_, ?_⟩
  · refine Matrix.IsHermitian.ext fun i j => ?_
    fin_cases i <;> fin_cases j <;> simp
  · simp only [Fin.sum_univ_two, Complex.sq_norm, Complex.normSq_apply]
    norm_num
  · generalize (⟨1 / 2, 1 / 2⟩ : ℂ) = a
    ext i
    fin_cases i <;>
      simp [hamiltonian, Matrix.mulVec, dotProduct, Fin.sum_univ_two,
        -mul_eq_mul_right_iff, -mul_eq_mul_left_iff] <;> ring

/-- For the band energy `w + (1 - k²)/2` and the equal-weight vector on `G = 1, -1`, the slope
is `-k` while the mean momentum is `k`. -/
theorem two_wave_slope_opposite (w k : ℝ) :
    HasDerivAt (fun x : ℝ => w + (1 - x ^ 2) / 2) (-k) k ∧
    meanMomentum ![1, -1] k (fun _ => (⟨1 / 2, 1 / 2⟩ : ℂ)) = k := by
  constructor
  · exact ((((hasDerivAt_pow 2 k).const_sub 1).div_const 2).const_add w).congr_deriv
      (by norm_num; ring)
  · have h : ‖(⟨1 / 2, 1 / 2⟩ : ℂ)‖ ^ 2 = 1 / 2 := by
      rw [Complex.sq_norm, Complex.normSq_apply]
      norm_num
    simp only [meanMomentum, Fin.sum_univ_two, h, Matrix.cons_val_zero, Matrix.cons_val_one]
    ring

end

end NonlocalBandVelocity
```

```lean
#print axioms NonlocalBandVelocity.slope_eq_meanMomentum_iff
#print axioms NonlocalBandVelocity.two_wave_slope_opposite
```

```
'NonlocalBandVelocity.slope_eq_meanMomentum_iff' depends on axioms: [propext, Classical.choice, Quot.sound]
'NonlocalBandVelocity.two_wave_slope_opposite' depends on axioms: [propext, Classical.choice, Quot.sound]
```

## How the lemmas follow the derivation

`hamiltonian_isHermitian` compares each entry with the conjugate of its transpose. `hasDerivAt_hamiltonian` differentiates one entry at a time: `hkin` handles the kinetic term and `hp` applies the product rule to the projector term.

`hellmann_feynman` carries the central argument. It is a finite-matrix form of the Hellmann–Feynman theorem, with the differentiable eigenvector given as a hypothesis. In its proof, `hzero` is the vanishing derivative of the norm, `left` applies the eigenvalue equation to the right-hand vector, and `right` uses Hermiticity through `col`. The product rule is `d2`, and `value` removes the terms containing \(v\) by adding \(E\) times `hzero`. Since `d2` concerns a complex-valued function, the last line takes real parts to reach the real function `E`.

`velocity_expectation` evaluates the remaining sum. The lemma `star_overlap_mul` expands a product of overlaps into a double sum, `hsplit` matches the two projector terms with \(D\,A^*B\) and \(D\,B^*A\), and taking the real part merges them into \(2D\,\mathrm{Re}(A^*B)\). `band_slope` then combines these results.

For `slope_eq_meanMomentum_iff`, a function has at most one derivative at a point, so the slope equals the mean momentum only if the projector term is zero; the converse is substitution.

The two-wave example is checked for all real \(w\) and \(k\). `two_wave_witness` verifies Hermiticity, normalisation and the eigenvalue equation, and `two_wave_slope_opposite` computes the slope and the mean momentum. Lean's amplitudes are \((1+i)/2\), which is \(1/\sqrt2\) times a constant phase, so the state is the one used above.
